# When the E and e planes both turn by 2π/n, n ≥ 2, the rotation allows linear E ⊗ e coupling exactly for n = 3

## Two planes and two angles

We describe the vibrational pair, written e, and the electronic doublet, written E, as two separate real planes, and a symmetry rotation as an angle for each: α for the coordinates, β for the electronic states. A rotation about a molecular axis can turn the two planes by different angles, so they are kept independent until the end.

Let q = (q₀, q₁) be the vibrational coordinates and

R(t) = ((cos t, −sin t), (sin t, cos t))

the rotation through t, with matrices written row by row. To first order in q, the energy matrix of the doublet changes by V(q), where V is linear. V(q) is real and symmetric because the electronic Hamiltonian is Hermitian and, without spin–orbit coupling or a magnetic field, has real matrix elements in a basis of real wavefunctions. Turning nuclei and electronic states together must not change the physics, which gives

V(R(α)q) = R(β) V(q) R(β)ᵀ.

When does a nonzero V satisfy this?

## The selection rule and its Lean form

The answer for general angles is `exists_coupling_iff`: a nonzero V exists if and only if cos α = 1 or cos α = cos 2β. For α = 2πm/n and β = 2πk/n, with integers m, k and n ≠ 0, `selection_rule` turns this into divisibility: n must divide m, m − 2k or m + 2k. Setting m = k = 1 gives `linear_coupling_iff_threefold`: for n ≥ 2, only n = 3 remains. This does not exclude linear coupling about other axes when the two planes turn by different angles: for m = 2 and k = 1, m − 2k = 0 and the rotation allows it for every n. Finally, `fourfold_forbidden` says that V = 0 when both planes make a quarter turn.

In Lean, q has type `Fin 2 → ℝ`, with entries numbered 0 and 1, and V is a real-linear map into `Matrix (Fin 2) (Fin 2) ℝ`. The structure `IsCoupling α β V` holds the two physical conditions: `symm` for symmetric values and `equivariant` for the displayed relation. The symbol `*ᵥ` applies a matrix to a vector.

The model contains one doublet, one coordinate pair and one rotation. Further symmetries, such as reflections or inversion, would add conditions on V, so they cannot revive a forbidden coupling, but they could restrict an allowed one or remove it. Inversion, for example, forbids linear coupling to a pair of coordinates that changes sign under it. Terms of second order in q are absent. A nonzero V need not split the doublet either: when cos α = 1, it may be a multiple of the identity, which shifts both levels equally.

In a linear vibronic coupling model restricted to one such doublet and pair, the rule tells, before any fitting, whether the rotation forces all the first-order coefficients to be zero.

## Averaging a rotation with its inverse

Replace q by R(−α)q in the symmetry relation, then multiply by R(−β) on the left and R(β) on the right:

V(R(−α)q) = R(−β) V(q) R(−β)ᵀ.

Since R(α)q + R(−α)q = 2 cos α q, adding the two relations and using linearity gives

2 cos α V(q) = R(β) V(q) R(β)ᵀ + R(−β) V(q) R(−β)ᵀ.

Write a = V(q)₀₀, b = V(q)₀₁ = V(q)₁₀, d = V(q)₁₁, c = cos β and s = sin β. The entries of R(β) V(q) R(β)ᵀ are

00: c²a − 2cs b + s²d

01: cs(a − d) + (c² − s²)b

11: s²a + 2cs b + c²d.

Changing β to −β reverses the terms containing cs, so they cancel in the sum. After division by 2,

cos α a = c²a + s²d

cos α b = (c² − s²)b

cos α d = s²a + c²d.

Add and subtract the first and third lines, using c² + s² = 1 and c² − s² = cos 2β:

(cos α − 1)(a + d) = 0

(cos α − cos 2β)(a − d) = 0

(cos α − cos 2β) b = 0.

If neither factor vanishes, then a = b = d = 0 for every q, and V = 0.

## Couplings for the allowed angles

If cos α = 1, then sin α = 0 and R(α) is the identity I. The map V(q) = q₀ I satisfies both conditions.

If cos α = cos 2β, then sin²α = sin²2β, so sin α = σ sin 2β with σ = 1 or σ = −1. Take

V(q) = ((q₀, σq₁), (σq₁, −q₀)).

By the entry formulas above, the rotated matrix is again traceless and symmetric, with

00: cos 2β q₀ − σ sin 2β q₁ = cos α q₀ − sin α q₁

01: sin 2β q₀ + σ cos 2β q₁ = σ(sin α q₀ + cos α q₁).

These are the entries of V(R(α)q). In both cases V(1, 0) has 00 entry 1, so V is nonzero.

## From cosines to the threefold axis

For integers a and b, now unrelated to the matrix entries, cos(2πa/n) = cos(2πb/n) means that the angles agree up to sign and full turns, so n divides a − b or a + b. With a = m, the choice b = 0 handles cos α = 1 and b = 2k handles cos α = cos 2β.

For m = k = 1, n must divide 1, −1 or 3. With n ≥ 2 this leaves n = 3, where σ = −1 and the construction above gives, with the coupling constant set to 1,

V(q) = ((q₀, −q₁), (−q₁, −q₀)).

Its eigenvalues are ±√(q₀² + q₁²), a splitting linear in the distortion. For a quarter turn, cos α = 0 and cos 2β = −1, so the two factors are −1 and 1 and V vanishes.

## The complete Lean file

```lean
import Mathlib

open Real Matrix

namespace JahnTellerRotationalSelection

noncomputable section

/-- The rotation of the plane through the angle `t`. -/
def rot (t : ℝ) : Matrix (Fin 2) (Fin 2) ℝ := !![cos t, -sin t; sin t, cos t]

/-- A linear vibronic coupling `V` of an electronic doublet to a pair of vibrational coordinates:
`V q` is a real symmetric matrix, and turning the coordinates by `α` turns the electronic
matrix by `β`. -/
structure IsCoupling (α β : ℝ) (V : (Fin 2 → ℝ) →ₗ[ℝ] Matrix (Fin 2) (Fin 2) ℝ) : Prop where
  symm : ∀ q, (V q).IsSymm
  equivariant : ∀ q, V (rot α *ᵥ q) = rot β * V q * (rot β)ᵀ

/-- The linear coupling `q ↦ q₀ A + q₁ B` with coefficient matrices `A` and `B`. -/
def linearModel (A B : Matrix (Fin 2) (Fin 2) ℝ) :
    (Fin 2 → ℝ) →ₗ[ℝ] Matrix (Fin 2) (Fin 2) ℝ where
  toFun q := q 0 • A + q 1 • B
  map_add' q r := by
    simp only [Pi.add_apply]
    module
  map_smul' c q := by
    simp only [Pi.smul_apply, smul_eq_mul, RingHom.id_apply]
    module

/-- The transpose of a rotation is the rotation through the opposite angle. -/
theorem rot_transpose (t : ℝ) : (rot t)ᵀ = rot (-t) := by
  ext i j
  fin_cases i <;> fin_cases j <;> simp [rot]

/-- A rotation followed by the opposite rotation is the identity. -/
theorem rot_mul_neg (t : ℝ) : rot t * rot (-t) = 1 := by
  ext i j
  fin_cases i <;> fin_cases j <;> simp [rot, Matrix.mul_apply, Fin.sum_univ_two] <;>
    nlinarith [sin_sq_add_cos_sq t]

/-- A coupling that respects a rotation also respects the inverse rotation. -/
theorem IsCoupling.inverse {α β : ℝ} {V : (Fin 2 → ℝ) →ₗ[ℝ] Matrix (Fin 2) (Fin 2) ℝ}
    (h : IsCoupling α β V) (q : Fin 2 → ℝ) :
    V (rot (-α) *ᵥ q) = rot (-β) * V q * (rot (-β))ᵀ := by
  have e := h.equivariant (rot (-α) *ᵥ q)
  rw [Matrix.mulVec_mulVec, rot_mul_neg, Matrix.one_mulVec, rot_transpose] at e
  have hb : rot (-β) * rot β = 1 := by simpa using rot_mul_neg (-β)
  rw [e, rot_transpose, neg_neg]
  calc V (rot (-α) *ᵥ q)
      = (rot (-β) * rot β) * V (rot (-α) *ᵥ q) * (rot (-β) * rot β) := by
        rw [hb, one_mul, mul_one]
    _ = _ := by simp only [mul_assoc]

/-- In a symmetry-adapted coupling the trace of `V q` can be nonzero only if `cos α = 1`, and its
two traceless components only if `cos α = cos 2β`. -/
theorem IsCoupling.components {α β : ℝ} {V : (Fin 2 → ℝ) →ₗ[ℝ] Matrix (Fin 2) (Fin 2) ℝ}
    (h : IsCoupling α β V) (q : Fin 2 → ℝ) :
    (cos α - 1) * (V q 0 0 + V q 1 1) = 0 ∧
    (cos α - cos (2 * β)) * (V q 0 0 - V q 1 1) = 0 ∧
    (cos α - cos (2 * β)) * V q 0 1 = 0 := by
  have hs : V q 1 0 = V q 0 1 := (h.symm q).apply 0 1
  have hq : rot α *ᵥ q + rot (-α) *ᵥ q = (2 * cos α) • q := by
    ext i
    fin_cases i <;> simp [rot, dotProduct, Fin.sum_univ_two] <;> ring
  -- add the relations for the rotation and for its inverse
  have key : (2 * cos α) • V q
      = rot β * V q * (rot β)ᵀ + rot (-β) * V q * (rot (-β))ᵀ := by
    rw [← h.equivariant q, ← h.inverse q, ← map_add, hq, map_smul]
  have avg : rot β * V q * (rot β)ᵀ + rot (-β) * V q * (rot (-β))ᵀ
      = !![2 * (cos β ^ 2 * V q 0 0 + sin β ^ 2 * V q 1 1),
           2 * ((cos β ^ 2 - sin β ^ 2) * V q 0 1);
           2 * ((cos β ^ 2 - sin β ^ 2) * V q 0 1),
           2 * (sin β ^ 2 * V q 0 0 + cos β ^ 2 * V q 1 1)] := by
    ext i j
    simp only [Matrix.add_apply, Matrix.mul_apply, Fin.sum_univ_two, Matrix.transpose_apply]
    fin_cases i <;> fin_cases j <;> simp [rot, hs] <;> ring
  rw [avg] at key
  have e00 : 2 * cos α * V q 0 0 = 2 * (cos β ^ 2 * V q 0 0 + sin β ^ 2 * V q 1 1) := by
    simpa using congrFun (congrFun key 0) 0
  have e01 : 2 * cos α * V q 0 1 = 2 * ((cos β ^ 2 - sin β ^ 2) * V q 0 1) := by
    simpa using congrFun (congrFun key 0) 1
  have e11 : 2 * cos α * V q 1 1 = 2 * (sin β ^ 2 * V q 0 0 + cos β ^ 2 * V q 1 1) := by
    simpa using congrFun (congrFun key 1) 1
  have p := sin_sq_add_cos_sq β
  rw [cos_two_mul]
  refine ⟨?_, ?_, ?_⟩
  · linear_combination (e00 + e11) / 2 + (V q 0 0 + V q 1 1) * p
  · linear_combination (e00 - e11) / 2 - (V q 0 0 - V q 1 1) * p
  · linear_combination e01 / 2 - V q 0 1 * p

/-- The matrix `((x, σy), (σy, -x))` with `σ = ±1` is a symmetry-adapted coupling whenever the
coordinates turn by `2β` (for `σ = 1`) or by `-2β` (for `σ = -1`), up to full turns. -/
theorem traceless_coupling {α β σ : ℝ} (hσ : σ = 1 ∨ σ = -1)
    (hc : cos α = cos (2 * β)) (hs : sin α = σ * sin (2 * β)) :
    IsCoupling α β (linearModel !![1, 0; 0, -1] !![0, σ; σ, 0]) := by
  rw [cos_two_mul'] at hc
  rw [sin_two_mul] at hs
  refine ⟨fun q => Matrix.IsSymm.ext fun i j => ?_, fun q => ?_⟩
  · fin_cases i <;> fin_cases j <;> simp [linearModel]
  · ext i j
    rcases hσ with rfl | rfl <;> fin_cases i <;> fin_cases j <;>
      simp [linearModel, rot, Matrix.mul_apply, dotProduct, Fin.sum_univ_two, hc, hs] <;> ring

/-- A nonzero linear coupling exists exactly when the coordinates do not turn at all
(`cos α = 1`) or turn by twice the electronic angle in either sense (`cos α = cos 2β`). -/
theorem exists_coupling_iff (α β : ℝ) :
    (∃ V, IsCoupling α β V ∧ V ≠ 0) ↔ cos α = 1 ∨ cos α = cos (2 * β) := by
  constructor
  · rintro ⟨V, h, hV⟩
    by_contra hn
    rw [not_or] at hn
    refine hV (LinearMap.ext fun q => ?_)
    obtain ⟨h1, h2, h3⟩ := h.components q
    have t := (mul_eq_zero.mp h1).resolve_left (sub_ne_zero.mpr hn.1)
    have d := (mul_eq_zero.mp h2).resolve_left (sub_ne_zero.mpr hn.2)
    have b := (mul_eq_zero.mp h3).resolve_left (sub_ne_zero.mpr hn.2)
    have hs : V q 1 0 = V q 0 1 := (h.symm q).apply 0 1
    have a0 : V q 0 0 = 0 := by linarith
    have a1 : V q 1 1 = 0 := by linarith
    ext i j
    fin_cases i <;> fin_cases j <;> simp [a0, a1, b, hs]
  · rintro (h | h)
    · -- coordinates at rest: a multiple of the identity
      have hs : sin α = 0 := by
        have p := sin_sq_add_cos_sq α
        rw [h] at p
        exact (pow_eq_zero_iff two_ne_zero).mp (by linarith)
      have hr : rot α = 1 := by
        ext i j
        fin_cases i <;> fin_cases j <;> simp [rot, h, hs]
      have hv : ∀ q, linearModel 1 0 q = q 0 • 1 := fun q => by simp [linearModel]
      refine ⟨linearModel 1 0, ⟨fun q => ?_, fun q => ?_⟩, fun h0 => ?_⟩
      · rw [hv]
        exact Matrix.IsSymm.ext fun i j => by fin_cases i <;> fin_cases j <;> simp
      · rw [hr, Matrix.one_mulVec, hv, mul_smul_comm, mul_one, smul_mul_assoc,
          rot_transpose, rot_mul_neg]
      · have := congrArg (fun W => W ![1, 0] 0 0) h0
        simp [linearModel] at this
    · -- equal cosines leave two possible signs of the sine
      have hp : (sin α - sin (2 * β)) * (sin α + sin (2 * β)) = 0 := by
        linear_combination sin_sq_add_cos_sq α - sin_sq_add_cos_sq (2 * β)
          - (cos α + cos (2 * β)) * h
      have hσ : ∃ σ : ℝ, (σ = 1 ∨ σ = -1) ∧ sin α = σ * sin (2 * β) := by
        rcases mul_eq_zero.mp hp with e | e
        · exact ⟨1, Or.inl rfl, by linarith⟩
        · exact ⟨-1, Or.inr rfl, by linarith⟩
      obtain ⟨σ, h1, h2⟩ := hσ
      refine ⟨_, traceless_coupling h1 h h2, fun h0 => ?_⟩
      have := congrArg (fun W => W ![1, 0] 0 0) h0
      simp [linearModel] at this

/-- For `n ≠ 0`, the angles `2πa/n` and `2πb/n` have equal cosines exactly when `n` divides
`a - b` or `a + b`. -/
theorem cos_eq_iff_dvd {n : ℕ} (hn : n ≠ 0) (a b : ℤ) :
    cos (a * (2 * π / n)) = cos (b * (2 * π / n)) ↔ (n : ℤ) ∣ a - b ∨ (n : ℤ) ∣ a + b := by
  have hN : (n : ℝ) ≠ 0 := Nat.cast_ne_zero.mpr hn
  have ht : 2 * π / n * n = 2 * π := div_mul_cancel₀ _ hN
  have h0 : 2 * π / n ≠ 0 := div_ne_zero (by positivity) hN
  generalize 2 * π / (n : ℝ) = t at ht h0 ⊢
  rw [Real.cos_eq_cos_iff]
  constructor
  · rintro ⟨j, h | h⟩
    · have e : (a : ℝ) - b = n * (-j) :=
        mul_left_cancel₀ h0 (by linear_combination -h + j * ht)
      exact Or.inl ⟨-j, by exact_mod_cast e⟩
    · have e : (a : ℝ) + b = n * j :=
        mul_left_cancel₀ h0 (by linear_combination h - j * ht)
      exact Or.inr ⟨j, by exact_mod_cast e⟩
  · rintro (⟨j, h⟩ | ⟨j, h⟩)
    · have e : (a : ℝ) - b = n * j := by exact_mod_cast h
      refine ⟨-j, Or.inl ?_⟩
      push_cast
      linear_combination -t * e - j * ht
    · have e : (a : ℝ) + b = n * j := by exact_mod_cast h
      exact ⟨j, Or.inr (by linear_combination t * e + j * ht)⟩

/-- Selection rule for an `n`-fold axis, `n ≠ 0`: coordinates turning by `2πm/n` couple linearly
to an electronic doublet turning by `2πk/n` exactly when `n` divides `m`, `m - 2k` or `m + 2k`. -/
theorem selection_rule {n : ℕ} (hn : n ≠ 0) (m k : ℤ) :
    (∃ V, IsCoupling (m * (2 * π / n)) (k * (2 * π / n)) V ∧ V ≠ 0) ↔
      (n : ℤ) ∣ m ∨ (n : ℤ) ∣ m - 2 * k ∨ (n : ℤ) ∣ m + 2 * k := by
  have h0 : cos (m * (2 * π / n)) = 1 ↔ (n : ℤ) ∣ m := by
    have h := cos_eq_iff_dvd hn m 0
    rwa [Int.cast_zero, zero_mul, Real.cos_zero, sub_zero, add_zero, or_self] at h
  have e : 2 * ((k : ℝ) * (2 * π / n)) = ((2 * k : ℤ) : ℝ) * (2 * π / n) := by
    push_cast
    ring
  rw [exists_coupling_iff, e, h0, cos_eq_iff_dvd hn m (2 * k)]

/-- For `n ≥ 2`, a nonzero linear coupling in which coordinates and electronic doublet both turn
by `2π/n` exists if and only if `n = 3`. -/
theorem linear_coupling_iff_threefold {n : ℕ} (hn : 2 ≤ n) :
    (∃ V, IsCoupling (2 * π / n) (2 * π / n) V ∧ V ≠ 0) ↔ n = 3 := by
  have h := selection_rule (n := n) (by omega) 1 1
  simp only [Int.cast_one, one_mul] at h
  rw [h]
  constructor
  · rintro (h | h | h)
    · have := Int.le_of_dvd (by norm_num) h
      omega
    · have h' : (n : ℤ) ∣ 1 := (dvd_neg.mpr h).trans (by norm_num)
      have := Int.le_of_dvd (by norm_num) h'
      omega
    · have := Int.le_of_dvd (by norm_num) h
      rcases (by omega : n = 2 ∨ n = 3) with rfl | rfl
      · exact absurd h (by norm_num)
      · rfl
  · rintro rfl
    right
    right
    norm_num

/-- Fourfold symmetry forbids the coupling: if coordinates and electronic doublet both turn by a
quarter turn, every symmetry-adapted linear coupling vanishes. -/
theorem fourfold_forbidden {V : (Fin 2 → ℝ) →ₗ[ℝ] Matrix (Fin 2) (Fin 2) ℝ}
    (h : IsCoupling (π / 2) (π / 2) V) : V = 0 := by
  by_contra hV
  have e := (exists_coupling_iff _ _).mp ⟨V, h, hV⟩
  rw [mul_div_cancel₀ π (two_ne_zero' ℝ), Real.cos_pi_div_two, Real.cos_pi] at e
  norm_num at e

end

end JahnTellerRotationalSelection
```

```lean
#print axioms JahnTellerRotationalSelection.linear_coupling_iff_threefold
#print axioms JahnTellerRotationalSelection.fourfold_forbidden
```

```
'JahnTellerRotationalSelection.linear_coupling_iff_threefold' depends on axioms: [propext, Classical.choice, Quot.sound]
'JahnTellerRotationalSelection.fourfold_forbidden' depends on axioms: [propext, Classical.choice, Quot.sound]
```

## How the Lean proof is organised

`rot_transpose` and `rot_mul_neg` supply R(t)ᵀ = R(−t) and R(t)R(−t) = I. `IsCoupling.inverse` uses them to derive the relation for the inverse rotation, by the same substitution as above.

`IsCoupling.components` is the averaging step. Inside it, `hq` is the sum of the two rotated vectors, `key` the averaged relation, and `avg` its right-hand side written out entry by entry. The equations `e00`, `e01` and `e11` are read off from `key`, and three `linear_combination` calls form the sum, the difference and the off-diagonal relation.

The explicit maps come from `linearModel A B`, which sends q to q₀A + q₁B. `traceless_coupling` checks the matrix with σ by treating both signs and all entries.

In `exists_coupling_iff`, the forward direction assumes that both cosine conditions fail, cancels the nonzero factors and finds every entry of V(q) to be zero. The reverse direction uses the two constructions, obtaining σ from the factorisation (sin α − sin 2β)(sin α + sin 2β) = 0. Evaluating at `![1, 0]` shows that the maps are nonzero.

`cos_eq_iff_dvd` starts from Mathlib's criterion for equal cosines, cancels the common angle 2π/n and transfers the resulting equation from real numbers to integers. `selection_rule` applies it twice, with b = 0 and b = 2k. In `linear_coupling_iff_threefold`, the bound that a positive multiple of n is at least n disposes of the divisors of 1 and leaves n = 2 or n = 3 in the last case; 2 does not divide 3. `fourfold_forbidden` goes back to `exists_coupling_iff` and evaluates the cosines at π/2 and π.

## A single coordinate that couples in fourfold symmetry

The exclusion concerns a degenerate pair of coordinates. It does not contradict the Jahn–Teller theorem, which considers all the vibrations of a molecule. Suppose instead that a single coordinate x changes sign under the quarter turn, and try W(x) = xS with S a real symmetric matrix. The symmetry condition becomes

−S = R(π/2) S R(π/2)ᵀ.

With c = 0 and s = 1, the entry formulas show that the right-hand side has 00 entry S₁₁, 01 entry −S₀₁ and 11 entry S₀₀. The condition is therefore S₀₀ + S₁₁ = 0, with S₀₁ free. Every nonzero traceless S gives an allowed coupling that splits the doublet linearly in x. This variant is worked out here by hand only.
